# Zero-temperature limit of a finite system's Green's function: the equal-weight average over its ground states

When several eigenstates share the lowest energy, "the ground state" is ambiguous. Here it is taken to be the set of all minimum-energy levels, with no state singled out. Levels are labelled by a finite type `ι`, with one label for each state of a chosen orthonormal eigenbasis, so an energy appears as many times as its degeneracy. The energies \(E_i\) are real, and they may be the exact many-body energies of an interacting system, or eigenvalues of \(H-\mu N\) at fixed \(\mu\) in the grand-canonical case.

```lean
import Mathlib

open Filter Topology

namespace ZeroTemperatureLehmann

noncomputable section

variable {ι : Type*} [Fintype ι]
```

## Thermal and ground-state averages

Let \(a_i\) be a complex number attached to level \(i\), and let \(\beta\) be the inverse temperature. The Boltzmann average is

\[
\langle a\rangle_\beta=\frac{1}{Z}\sum_i e^{-\beta E_i}a_i,\qquad Z=\sum_i e^{-\beta E_i}.
\]

In Lean the real weights are cast into the complex numbers, because \(a_i\) will later be a Green's function.

```lean
/-- The Boltzmann average of `a` over levels with energies `E` at inverse temperature `β`,
for a nonempty set of levels. -/
def boltzmannAverage (E : ι → ℝ) (a : ι → ℂ) (β : ℝ) : ℂ :=
  (∑ i, ((Real.exp (-β * E i) : ℝ) : ℂ) * a i) / ((∑ i, Real.exp (-β * E i) : ℝ) : ℂ)
```

The ground set \(G\) contains every level \(i\) with \(E_i\le E_j\) for all \(j\).

```lean
/-- The set of all levels of minimum energy. -/
def groundLevels (E : ι → ℝ) : Finset ι :=
  Finset.univ.filter (fun i => ∀ j, E i ≤ E j)
```

With \(g=|G|\) the degeneracy, the candidate for the limit is

\[
\bar a=\frac1g\sum_{i\in G}a_i .
\]

```lean
/-- The equal-weight average of `a` over the minimum-energy levels,
for a nonempty set of levels. -/
def groundAverage (E : ι → ℝ) (a : ι → ℂ) : ℂ :=
  (∑ i ∈ groundLevels E, a i) / ((groundLevels E).card : ℂ)
```

Membership in \(G\) unfolds to the defining inequality.

```lean
/-- A level belongs to the ground set exactly when no level lies below it. -/
theorem mem_groundLevels {E : ι → ℝ} {i : ι} : i ∈ groundLevels E ↔ ∀ j, E i ≤ E j := by
  simp [groundLevels]
```

## Only excited levels contribute to the error

Fix a ground level \(k\). Subtracting \(\bar a\) from the thermal average gives

\[
\langle a\rangle_\beta-\bar a=\frac1Z\sum_i e^{-\beta E_i}(a_i-\bar a).
\]

All levels in \(G\) carry the same weight \(e^{-\beta E_k}\), and \(\sum_{i\in G}(a_i-\bar a)=g\bar a-g\bar a=0\), so the ground terms cancel. The partition function is at least its ground part, \(Z\ge g\,e^{-\beta E_k}\). The triangle inequality then yields

\[
|\langle a\rangle_\beta-\bar a|\le\frac1g\sum_{i\notin G}e^{-\beta(E_i-E_k)}\,|a_i-\bar a| .
\]

In the proof, `m` abbreviates \(\bar a\), `hground` is the cancellation, `hdiff` the remaining sum over excited levels, and `hZ` the lower bound on \(Z\). The final `calc` estimates numerator and denominator together, then absorbs \(e^{-\beta E_k}\) into the exponentials.

```lean
variable [DecidableEq ι]

/-- The Boltzmann average differs from the ground-state average by at most the sum over excited
levels of the Boltzmann factor of the excitation energy times the deviation of `a`, divided by
the ground-state degeneracy. -/
theorem norm_boltzmann_sub_ground_le (E : ι → ℝ) (a : ι → ℂ) (β : ℝ) {k : ι}
    (hk : k ∈ groundLevels E) :
    ‖boltzmannAverage E a β - groundAverage E a‖ ≤
      (∑ i ∈ (groundLevels E)ᶜ, Real.exp (-β * (E i - E k)) * ‖a i - groundAverage E a‖)
        / ((groundLevels E).card : ℝ) := by
  obtain ⟨m, hm⟩ : ∃ m, m = groundAverage E a := ⟨_, rfl⟩
  rw [← hm]
  have hg : (0 : ℝ) < ((groundLevels E).card : ℝ) := by
    exact_mod_cast Finset.card_pos.mpr ⟨k, hk⟩
  have hgc : ((groundLevels E).card : ℂ) ≠ 0 := by exact_mod_cast hg.ne'
  have hE : ∀ i ∈ groundLevels E, E i = E k := fun i hi =>
    le_antisymm (mem_groundLevels.mp hi k) (mem_groundLevels.mp hk i)
  have hk0 := Real.exp_pos (-β * E k)
  -- the partition function is at least its ground-state part
  have hZ : ((groundLevels E).card : ℝ) * Real.exp (-β * E k) ≤ ∑ i, Real.exp (-β * E i) := by
    have h1 : ∑ i ∈ groundLevels E, Real.exp (-β * E i)
        = ∑ i ∈ groundLevels E, Real.exp (-β * E k) :=
      Finset.sum_congr rfl (fun i hi => by rw [hE i hi])
    rw [Finset.sum_const, nsmul_eq_mul] at h1
    rw [← h1]
    exact Finset.sum_le_univ_sum_of_nonneg (fun i => (Real.exp_pos _).le)
  have hZ0 : 0 < ∑ i, Real.exp (-β * E i) := lt_of_lt_of_le (mul_pos hg hk0) hZ
  have hZc : ((∑ i, Real.exp (-β * E i) : ℝ) : ℂ) ≠ 0 := Complex.ofReal_ne_zero.mpr hZ0.ne'
  -- deviations from the ground average cancel within the ground set
  have hground : ∑ i ∈ groundLevels E, ((Real.exp (-β * E i) : ℝ) : ℂ) * (a i - m) = 0 := by
    have h1 : ∑ i ∈ groundLevels E, ((Real.exp (-β * E i) : ℝ) : ℂ) * (a i - m)
        = ∑ i ∈ groundLevels E, ((Real.exp (-β * E k) : ℝ) : ℂ) * (a i - m) :=
      Finset.sum_congr rfl (fun i hi => by rw [hE i hi])
    have h2 : ((groundLevels E).card : ℂ) * m = ∑ i ∈ groundLevels E, a i := by
      rw [hm, groundAverage]
      field_simp
    rw [h1, ← Finset.mul_sum, Finset.sum_sub_distrib, Finset.sum_const, nsmul_eq_mul, h2,
      sub_self, mul_zero]
  have hdiff : boltzmannAverage E a β - m =
      (∑ i ∈ (groundLevels E)ᶜ, ((Real.exp (-β * E i) : ℝ) : ℂ) * (a i - m))
        / ((∑ i, Real.exp (-β * E i) : ℝ) : ℂ) := by
    have hsplit : ∑ i ∈ groundLevels E, ((Real.exp (-β * E i) : ℝ) : ℂ) * (a i - m)
        + ∑ i ∈ (groundLevels E)ᶜ, ((Real.exp (-β * E i) : ℝ) : ℂ) * (a i - m)
        = ∑ i, ((Real.exp (-β * E i) : ℝ) : ℂ) * (a i - m) :=
      Finset.sum_add_sum_compl _ _
    rw [hground, zero_add] at hsplit
    rw [hsplit, boltzmannAverage, eq_div_iff hZc, sub_mul, div_mul_cancel₀ _ hZc,
      Complex.ofReal_sum]
    simp only [mul_sub, Finset.sum_sub_distrib, ← Finset.sum_mul]
    ring
  rw [hdiff, norm_div, Complex.norm_real, Real.norm_of_nonneg hZ0.le]
  calc _ ≤ (∑ i ∈ (groundLevels E)ᶜ, Real.exp (-β * E i) * ‖a i - m‖)
        / (((groundLevels E).card : ℝ) * Real.exp (-β * E k)) := by
        refine div_le_div₀ (Finset.sum_nonneg fun i _ => by positivity) ?_ (mul_pos hg hk0) hZ
        refine (norm_sum_le _ _).trans (le_of_eq (Finset.sum_congr rfl fun i _ => ?_))
        rw [norm_mul, Complex.norm_real, Real.norm_of_nonneg (Real.exp_pos _).le]
    _ = _ := by
        have h : ∀ i, Real.exp (-β * (E i - E k))
            = Real.exp (-β * E i) / Real.exp (-β * E k) := fun i => by
          rw [← Real.exp_sub]
          congr 1
          ring
        simp only [h, div_mul_eq_mul_div, ← Finset.sum_div]
        rw [div_div, mul_comm (Real.exp (-β * E k))]
```

## Freezing out the excited levels

A finite, nonempty set of levels has a minimiser \(k\). If \(i\notin G\), then \(E_i>E_k\); otherwise \(i\) would itself be a minimiser. Hence \(e^{-\beta(E_i-E_k)}\to0\) as \(\beta\to\infty\). The error bound is a finite sum of such terms with fixed coefficients, so it vanishes and

\[
\lim_{\beta\to\infty}\langle a\rangle_\beta=\bar a .
\]

`Tendsto … atTop (𝓝 …)` is this limit. The proof uses `squeeze_zero` to reduce the claim to the vanishing of the error bound, which follows from the strict inequality `hpos` and the decay of each exponential, `hexp`.

```lean
/-- For a nonempty finite set of levels, the Boltzmann average tends to the equal-weight average
over all minimum-energy levels as `β` tends to infinity. -/
theorem tendsto_boltzmannAverage [Nonempty ι] (E : ι → ℝ) (a : ι → ℂ) :
    Tendsto (boltzmannAverage E a) atTop (𝓝 (groundAverage E a)) := by
  obtain ⟨k, hk'⟩ := Finite.exists_min E
  have hk : k ∈ groundLevels E := mem_groundLevels.mpr hk'
  rw [tendsto_iff_norm_sub_tendsto_zero]
  refine squeeze_zero (fun β => norm_nonneg _)
    (fun β => norm_boltzmann_sub_ground_le E a β hk) ?_
  -- every excited level is frozen out
  have hexp : ∀ i ∈ (groundLevels E)ᶜ,
      Tendsto (fun β : ℝ => Real.exp (-β * (E i - E k))) atTop (𝓝 0) := by
    intro i hi
    have hpos : 0 < E i - E k := by
      by_contra h
      exact Finset.mem_compl.mp hi
        (mem_groundLevels.mpr fun j => by linarith [hk' j, not_lt.mp h])
    exact Real.tendsto_exp_atBot.comp (tendsto_neg_atTop_atBot.atBot_mul_const hpos)
  have h := (tendsto_finsetSum (groundLevels E)ᶜ fun i hi =>
    (hexp i hi).mul_const ‖a i - groundAverage E a‖).div_const ((groundLevels E).card : ℝ)
  have h0 : (∑ i ∈ (groundLevels E)ᶜ, (0 : ℝ) * ‖a i - groundAverage E a‖)
      / ((groundLevels E).card : ℝ) = 0 := by simp
  rw [h0] at h
  exact h
```

If every excited level satisfies \(E_i-E_k\ge\Delta\) and \(|a_i-\bar a|\le M\), then for \(\beta\ge0\) each exponential is at most \(e^{-\beta\Delta}\). With \(N_{\mathrm{exc}}\) excited levels,

\[
|\langle a\rangle_\beta-\bar a|\le\frac{N_{\mathrm{exc}}}{g}\,M e^{-\beta\Delta}.
\]

The number \(\Delta\) stands for the excitation gap, and the bound decays with \(\beta\) when \(\Delta>0\). The proof replaces each term of the previous bound by this common maximum and counts the terms.

```lean
/-- If all excited levels lie at least `Δ` above the ground energy and their values of `a` deviate
from the ground average by at most `M`, then for `β ≥ 0` the thermal correction is at most
`M exp(-βΔ)` times the ratio of the numbers of excited and ground levels. -/
theorem thermal_correction_le_of_gap (E : ι → ℝ) (a : ι → ℂ) {β Δ M : ℝ} {k : ι}
    (hk : k ∈ groundLevels E) (hβ : 0 ≤ β)
    (hgap : ∀ i ∉ groundLevels E, Δ ≤ E i - E k)
    (hM : ∀ i ∉ groundLevels E, ‖a i - groundAverage E a‖ ≤ M) :
    ‖boltzmannAverage E a β - groundAverage E a‖ ≤
      ((groundLevels E)ᶜ.card : ℝ) / ((groundLevels E).card : ℝ) * (M * Real.exp (-β * Δ)) := by
  refine (norm_boltzmann_sub_ground_le E a β hk).trans ?_
  have hs : ∑ i ∈ (groundLevels E)ᶜ, Real.exp (-β * (E i - E k)) * ‖a i - groundAverage E a‖
      ≤ ((groundLevels E)ᶜ.card : ℝ) * (Real.exp (-β * Δ) * M) := by
    rw [← nsmul_eq_mul]
    refine Finset.sum_le_card_nsmul _ _ _ fun i hi => ?_
    have hi' := Finset.mem_compl.mp hi
    refine mul_le_mul (Real.exp_le_exp.mpr ?_) (hM i hi') (norm_nonneg _) (Real.exp_pos _).le
    nlinarith [mul_nonneg hβ (sub_nonneg.mpr (hgap i hi'))]
  refine (div_le_div_of_nonneg_right hs (Nat.cast_nonneg _)).trans (le_of_eq ?_)
  ring
```

In a program, the same subtraction of the ground energy appears as a numerical safeguard: one computes \(e^{-\beta(E_i-E_k)}\) instead of \(e^{-\beta E_i}\). The ratio is unchanged, no factor exceeds one for \(\beta\ge0\) when \(E_k\) is the lowest computed energy, and the factor of that level stays equal to one however low the temperature.

## The Green's function of one eigenstate

In the eigenbasis the Hamiltonian \(H\) is diagonal, and its resolvent at complex \(w\) is \((w-H)^{-1}\). The Lean definition uses a genuine matrix inverse.

```lean
/-- The resolvent `(w - H)⁻¹` of the Hamiltonian `H` with energies `E`, in its eigenbasis,
for `w` different from every energy. -/
def resolventMatrix (E : ι → ℝ) (w : ℂ) : Matrix ι ι ℂ :=
  (w • (1 : Matrix ι ι ℂ) - Matrix.diagonal (fun n => (E n : ℂ)))⁻¹
```

For operators \(A\) and \(B\), the fermionic Green's function in eigenstate \(m\) at frequency \(z\) is

\[
\mathcal G_m(z)=\langle m|A(E_m+z-H)^{-1}B|m\rangle-\langle m|B(E_m-z-H)^{-1}A|m\rangle .
\]

For a single-particle Green's function, \(A\) is an annihilation and \(B\) a creation operator. These change the particle number, so the levels must then run over all particle numbers, with \(H\) standing for \(H-\mu N\). The thermal average below is in that case grand-canonical, and the ground states are those with the lowest eigenvalue of \(H-\mu N\) among all particle numbers. The code allows arbitrary matrices; "fermionic" refers to the relative sign, and no anticommutation relations are assumed. This resolvent form is the starting point, and its derivation from a time-dependent correlation function is not carried out.

```lean
/-- The fermionic Green's function of `A` and `B` in the eigenstate `m`,
`⟨m|A (E_m + z - H)⁻¹ B|m⟩ - ⟨m|B (E_m - z - H)⁻¹ A|m⟩`, for non-real frequency `z`. -/
def levelGreen (E : ι → ℝ) (A B : Matrix ι ι ℂ) (z : ℂ) (m : ι) : ℂ :=
  (A * resolventMatrix E (E m + z) * B) m m - (B * resolventMatrix E (E m - z) * A) m m
```

If \(\operatorname{Im}w\ne0\), no denominator \(w-E_n\) vanishes, because \(E_n\) is real. The inverse is therefore diagonal with entries \(1/(w-E_n)\), and

\[
\langle m|A(w-H)^{-1}B|m\rangle=\sum_n\frac{A_{mn}B_{nm}}{w-E_n}.
\]

The proof checks the proposed inverse by multiplication, through `Matrix.inv_eq_right_inv`, and then expands the matrix product.

```lean
/-- At non-real `w`, a diagonal matrix element of `A (w - H)⁻¹ B` is a sum over intermediate
eigenstates with energy denominators `w - E_n`. -/
theorem resolvent_element (E : ι → ℝ) (A B : Matrix ι ι ℂ) {w : ℂ} (hw : w.im ≠ 0) (m : ι) :
    (A * resolventMatrix E w * B) m m = ∑ n, A m n * B n m / (w - E n) := by
  have hne : ∀ n, w - (E n : ℂ) ≠ 0 := fun n h => hw (by simpa using congrArg Complex.im h)
  have hR : resolventMatrix E w = Matrix.diagonal (fun n => (w - (E n : ℂ))⁻¹) := by
    unfold resolventMatrix
    apply Matrix.inv_eq_right_inv
    have hd : w • (1 : Matrix ι ι ℂ) - Matrix.diagonal (fun n => (E n : ℂ))
        = Matrix.diagonal (fun n => w - (E n : ℂ)) := by
      ext i j
      by_cases h : i = j
      · subst h
        simp
      · simp [h]
    rw [hd, Matrix.diagonal_mul_diagonal, ← Matrix.diagonal_one]
    congr 1
    funext n
    exact mul_inv_cancel₀ (hne n)
  rw [hR, Matrix.mul_apply]
  refine Finset.sum_congr rfl fun n _ => ?_
  rw [Matrix.mul_diagonal, div_eq_mul_inv]
  ring
```

Setting \(w=E_m+z\) in the first term and \(w=E_m-z\) in the second, and using \(E_m-z-E_n=-(z+E_n-E_m)\), turns the minus sign into a plus:

\[
\mathcal G_m(z)=\sum_n\left[\frac{A_{mn}B_{nm}}{z+E_m-E_n}+\frac{B_{mn}A_{nm}}{z+E_n-E_m}\right].
\]

The identities `e1` and `e2` are these two rearrangements of the denominators.

```lean
/-- Lehmann representation: at non-real frequency, the Green's function in an eigenstate is a sum
over intermediate eigenstates with denominators `z + E_m - E_n` and `z + E_n - E_m`. -/
theorem lehmann_representation (E : ι → ℝ) (A B : Matrix ι ι ℂ) {z : ℂ} (hz : z.im ≠ 0) (m : ι) :
    levelGreen E A B z m =
      ∑ n, (A m n * B n m / (z + E m - E n) + B m n * A n m / (z + E n - E m)) := by
  have h1 : ((E m : ℂ) + z).im ≠ 0 := by simpa using hz
  have h2 : ((E m : ℂ) - z).im ≠ 0 := by simpa using hz
  rw [levelGreen, resolvent_element E A B h1, resolvent_element E B A h2,
    ← Finset.sum_sub_distrib]
  refine Finset.sum_congr rfl fun n _ => ?_
  have e1 : (E m : ℂ) + z - E n = z + E m - E n := by ring
  have e2 : (E m : ℂ) - z - E n = -(z + E n - E m) := by ring
  rw [e1, e2, div_neg, sub_neg_eq_add]
```

## The zero-temperature Green's function

The thermal Green's function is the Boltzmann average of \(\mathcal G_m(z)\). Taking \(a_m=\mathcal G_m(z)\) in the limit theorem and inserting the Lehmann sum gives, for fixed \(z\) with \(\operatorname{Im}z\ne0\),

\[
\lim_{\beta\to\infty}\langle \mathcal G(z)\rangle_\beta=\frac1g\sum_{m\in G}\sum_n\left[\frac{A_{mn}B_{nm}}{z+E_m-E_n}+\frac{B_{mn}A_{nm}}{z+E_n-E_m}\right].
\]

The Lean proof makes the same two substitutions.

```lean
/-- At fixed non-real frequency, the thermal Green's function of a system with finitely many
eigenstates (at least one) tends, as `β` tends to infinity, to the Lehmann sum averaged with
equal weights over all ground states. -/
theorem tendsto_thermalGreen [Nonempty ι] (E : ι → ℝ) (A B : Matrix ι ι ℂ) {z : ℂ}
    (hz : z.im ≠ 0) :
    Tendsto (boltzmannAverage E (levelGreen E A B z)) atTop
      (𝓝 ((∑ m ∈ groundLevels E, ∑ n,
        (A m n * B n m / (z + E m - E n) + B m n * A n m / (z + E n - E m)))
          / ((groundLevels E).card : ℂ))) := by
  have h := tendsto_boltzmannAverage E (levelGreen E A B z)
  unfold groundAverage at h
  simp only [lehmann_representation E A B hz] at h
  exact h

end

end ZeroTemperatureLehmann
```

```lean
#print axioms ZeroTemperatureLehmann.thermal_correction_le_of_gap
-- 'ZeroTemperatureLehmann.thermal_correction_le_of_gap' depends on axioms: [propext, Classical.choice, Quot.sound]
#print axioms ZeroTemperatureLehmann.tendsto_thermalGreen
-- 'ZeroTemperatureLehmann.tendsto_thermalGreen' depends on axioms: [propext, Classical.choice, Quot.sound]
```

For a finite system treated by exact diagonalisation, this identifies the average that continues the thermal Green's function at fixed non-real frequency to zero temperature: a calculation can collect, from all symmetry sectors, a complete orthonormal set of eigenvectors whose energies agree with the lowest one within a tolerance, and average their Green's functions. If the tolerance merges levels that are really split by \(\delta\), the result is in general not the true limit. It approximates the thermal average at temperatures with \(\beta\delta\ll1\) that are still low enough to freeze out all the remaining levels, if such temperatures exist.

The frequency stays fixed while \(\beta\) grows. A Matsubara frequency of fixed index moves towards zero with temperature, so it needs a separate argument, as do the approach of \(z\) to the real axis and the limit of infinite system size.
